# The $\mu^{-3}$ correlation coefficient of a radial short-range defect

For real $y$, define

$$E(y)=\operatorname{erfc}y=1-\frac{2}{\sqrt\pi}\int_0^y e^{-t^2}dt,\qquad G(y)=\int_0^y sE(s)\,ds,\qquad g(y)=e^{-y^2}.$$

In atomic units, let $r$ be the distance between two electrons and $\mu>0$ the range-separation parameter. The interaction $\operatorname{erf}(\mu r)/r$ omits the short-range part $\operatorname{erfc}(\mu r)/r$. The defect $u(r)$ is the resulting leading-order change in the pair wave function near coalescence, per unit on-top amplitude. It is assumed to satisfy

$$(r^2u')'=-r\operatorname{erfc}(\mu r)\quad(r>0),\qquad r^2u'\to0\quad(r\to0^+).$$

The condition at the origin excludes a $1/r$ term, that is, a point source at coalescence.

## Slope, integral and coefficient

The claim is that

$$I=\int_0^\infty\left(\frac{G}{y}\right)^2dy=\frac{\sqrt2-1}{3\sqrt\pi},\qquad -\frac12\int_0^\infty4\pi r^2u'^2\,dr=\frac{2\sqrt\pi(1-\sqrt2)}{3\mu^3}.$$

Integrating the radial equation from the origin gives $r^2u'=-G(\mu r)/\mu^2$, so $u'(r)=-G(\mu r)/(\mu r)^2$. With $y=\mu r$, the energy expression becomes $-2\pi I/\mu^3$, and only $I$ remains to be found.

Since $E'=-2g/\sqrt\pi$, integration by parts gives

$$G=\frac{y^2E}{2}-\frac{yg}{2\sqrt\pi}+\frac{1-E}{4}.$$

Because $G'=yE$,

$$\left(\frac Gy\right)^2=\left(-\frac{G^2}{y}\right)'+2GE.$$

The boundary term vanishes at both ends: $G\sim y^2/2$ near zero and $G\to1/4$ at infinity. Hence

$$I=\int_0^\infty\left(y^2E^2-\frac{ygE}{\sqrt\pi}+\frac E2-\frac{E^2}{2}\right)dy.$$

Further integrations by parts, with $\int_0^\infty e^{-2y^2}dy=\sqrt{2\pi}/4$ and $\int_0^\infty y^2e^{-2y^2}dy=\sqrt{2\pi}/16$, give

$$\int_0^\infty E\,dy=\frac1{\sqrt\pi},\qquad \int_0^\infty ygE\,dy=\frac12-\frac{1}{\sqrt\pi}\int_0^\infty e^{-2y^2}dy=\frac{2-\sqrt2}{4},$$

$$\int_0^\infty E^2dy=\frac4{\sqrt\pi}\int_0^\infty ygE\,dy=\frac{2-\sqrt2}{\sqrt\pi},$$

$$\int_0^\infty y^2E^2dy=\frac{4}{3\sqrt\pi}\int_0^\infty y^3gE\,dy=\frac{4}{3\sqrt\pi}\left(\frac12-\frac{5\sqrt2}{16}\right).$$

The last step uses $-(y^2+1)g/2$ as a primitive of $y^3g$. Adding the four contributions gives $I=(\sqrt2-1)/(3\sqrt\pi)$.

In range-separated density-functional theory, take as multideterminant reference the ground state for the interaction $\operatorname{erf}(\mu r)/r$, in a one-body potential that gives it the exact density. The short-range correlation energy relative to this reference is the exact energy minus the expectation value of the full Hamiltonian in the reference. In its leading large-$\mu$ term, the coefficient above multiplies the space integral of the on-top pair density. Here the pair density of $N$ electrons is normalised to $N(N-1)$, twice the number of pairs. This is the origin of the factor $\frac12$ in the energy expression; the kinetic operator for the relative motion of two electrons is $-\nabla^2$, with no factor $\frac12$. The calculation here treats only the leading-order radial model and takes the energy expression $-\frac12\int_0^\infty4\pi r^2u'^2\,dr$ as given.

## Error functions and an explicit primitive in Lean

```lean
import Mathlib

open MeasureTheory Filter Set
open scoped Topology Real

namespace ShortRangeDefect

noncomputable section
```

The functions $E$ and $G$ are real functions defined by interval integrals.

```lean
/-- The complementary error function. -/
def erfc (y : ℝ) : ℝ := 1 - 2 / √π * ∫ t in (0:ℝ)..y, Real.exp (-t ^ 2)

/-- The integral `G(y)` of `s erfc(s)` over `[0, y]`. -/
def G (y : ℝ) : ℝ := ∫ s in (0:ℝ)..y, s * erfc s
```

The next definition collects the integrations by parts into one primitive of $2GE$.

```lean
/-- A combination of error functions and Gaussians, used as a primitive of `2 G erfc`. -/
def primitive (y : ℝ) : ℝ :=
  y ^ 3 * erfc y ^ 2 / 3 - y * erfc y ^ 2 / 2 + y * erfc y / 2
    + (√π)⁻¹ * (Real.exp (-y ^ 2) * erfc y * (5 / 6 - 2 / 3 * y ^ 2))
    + (√π)⁻¹ ^ 2 / 3 * (y * Real.exp (-y ^ 2) ^ 2)
    - (√π)⁻¹ / 2 * Real.exp (-y ^ 2)
    + 4 / 3 * (√π)⁻¹ ^ 2 * ∫ t in (0:ℝ)..y, Real.exp (-2 * t ^ 2)
```

An explicit defect in the scaled distance will show that the radial hypotheses can be satisfied.

```lean
/-- An explicit wave-function defect in the scaled distance `y`. -/
def defect (y : ℝ) : ℝ := G y / y - y * erfc y + (√π)⁻¹ * Real.exp (-y ^ 2)
```

The fundamental theorem of calculus and the chain rule give $E'$, $g'$ and $G'$.

```lean
/-- The slopes of the complementary error function and of the Gaussian. -/
theorem hasDerivAt_erfc (y : ℝ) :
    HasDerivAt erfc (-(2 / √π * Real.exp (-y ^ 2))) y ∧
    HasDerivAt (fun t : ℝ => Real.exp (-t ^ 2)) (-(2 * y * Real.exp (-y ^ 2))) y := by
  have hc : Continuous (fun t : ℝ => Real.exp (-t ^ 2)) := by fun_prop
  have h2 : HasDerivAt (fun t : ℝ => t ^ 2) (2 * y) y := by simpa using hasDerivAt_pow 2 y
  exact ⟨((hc.integral_hasStrictDerivAt 0 y).hasDerivAt.const_mul (2 / √π)).const_sub 1,
    h2.fun_neg.exp.congr_deriv (by ring)⟩

/-- The slope of `G` is `y erfc(y)`. -/
theorem hasDerivAt_G (y : ℝ) : HasDerivAt G (y * erfc y) y := by
  have hE : Continuous erfc :=
    continuous_iff_continuousAt.mpr fun x => (hasDerivAt_erfc x).1.continuousAt
  have hc : Continuous (fun s : ℝ => s * erfc s) := continuous_id.mul hE
  exact (hc.integral_hasStrictDerivAt 0 y).hasDerivAt
```

For the closed form of $G$, Lean differentiates the proposed expression and fixes the constant at zero.

```lean
/-- `G` in closed form. -/
theorem G_closed (y : ℝ) :
    G y = y ^ 2 * erfc y / 2 - (√π)⁻¹ / 2 * (y * Real.exp (-y ^ 2)) + (1 - erfc y) / 4 := by
  have hE : Continuous erfc :=
    continuous_iff_continuousAt.mpr fun x => (hasDerivAt_erfc x).1.continuousAt
  have hc : Continuous (fun s : ℝ => s * erfc s) := continuous_id.mul hE
  have hd : ∀ x ∈ uIcc 0 y, HasDerivAt (fun y : ℝ => y ^ 2 * erfc y / 2
      - (√π)⁻¹ / 2 * (y * Real.exp (-y ^ 2)) + (1 - erfc y) / 4) (x * erfc x) x := by
    intro x _
    obtain ⟨h1, hg⟩ := hasDerivAt_erfc x
    have h2 : HasDerivAt (fun t : ℝ => t ^ 2) (2 * x) x := by simpa using hasDerivAt_pow 2 x
    exact ((((h2.fun_mul h1).div_const 2).fun_sub
      (((hasDerivAt_id' x).fun_mul hg).const_mul ((√π)⁻¹ / 2))).fun_add
      ((h1.const_sub 1).div_const 4)).congr_deriv (by ring)
  have h := intervalIntegral.integral_eq_sub_of_hasDerivAt hd (hc.intervalIntegrable 0 y)
  have h0 : erfc 0 = 1 := by simp [erfc]
  rw [G, h, h0]
  ring
```

## Decay and the integral of $(G/y)^2$

Since $y^2-y+1>0$, we have $g\le e^{1-y}$. The difference $2e^{1-y}/\sqrt\pi-E$ is therefore decreasing with limit zero, hence nonnegative. As $E$ is also nonnegative, both $g$ and $E$ decay faster than any power.

```lean
/-- The Gaussian and the complementary error function decay faster than any power. -/
theorem tendsto_pow_mul (n : ℕ) :
    Tendsto (fun y : ℝ => y ^ n * Real.exp (-y ^ 2)) atTop (𝓝 0) ∧
    Tendsto (fun y : ℝ => y ^ n * erfc y) atTop (𝓝 0) := by
  have hp : √π ≠ 0 := (Real.sqrt_pos.mpr Real.pi_pos).ne'
  -- anything between zero and a multiple of exp(1 - y) decays in this way
  have key : ∀ (f : ℝ → ℝ) (K : ℝ), (∀ y, 0 ≤ f y) → (∀ y, f y ≤ K * Real.exp (1 - y)) →
      Tendsto (fun y : ℝ => y ^ n * f y) atTop (𝓝 0) := by
    intro f K h0 h1
    have hl := (Real.tendsto_pow_mul_exp_neg_atTop_nhds_zero n).const_mul (K * Real.exp 1)
    rw [mul_zero] at hl
    refine squeeze_zero' ?_ ?_ hl
    · filter_upwards [eventually_ge_atTop 0] with y hy
      exact mul_nonneg (pow_nonneg hy n) (h0 y)
    · filter_upwards [eventually_ge_atTop 0] with y hy
      have h := mul_le_mul_of_nonneg_left (h1 y) (pow_nonneg hy n)
      rw [sub_eq_add_neg, Real.exp_add] at h
      linarith
  have hge : ∀ y : ℝ, Real.exp (-y ^ 2) ≤ Real.exp (1 - y) := fun y =>
    Real.exp_le_exp.mpr (by nlinarith [sq_nonneg (y - 1 / 2)])
  have hlim : Tendsto erfc atTop (𝓝 0) := by
    have hi : Integrable (fun t : ℝ => Real.exp (-t ^ 2)) := by
      simpa using integrable_exp_neg_mul_sq (b := 1) one_pos
    have hv : ∫ t in Ioi (0:ℝ), Real.exp (-t ^ 2) = √π / 2 := by
      simpa using integral_gaussian_Ioi 1
    have h := intervalIntegral_tendsto_integral_Ioi 0 hi.integrableOn tendsto_id
    rw [hv] at h
    have h' := (h.const_mul (2 / √π)).const_sub 1
    have e : 2 / √π * (√π / 2) = 1 := by field_simp
    rw [e, sub_self] at h'
    exact h'
  have hanti : Antitone erfc := antitone_of_deriv_nonpos
    (fun y => (hasDerivAt_erfc y).1.differentiableAt) (fun y => by
      rw [(hasDerivAt_erfc y).1.deriv]
      exact neg_nonpos.mpr (by positivity))
  -- the gap to the exponential bound decreases to zero, so it is nonnegative
  have hd : ∀ y, HasDerivAt (fun y => 2 / √π * Real.exp (1 - y) - erfc y)
      (2 / √π * (Real.exp (-y ^ 2) - Real.exp (1 - y))) y := fun y =>
    ((((hasDerivAt_id' y).const_sub 1).exp.const_mul (2 / √π)).fun_sub
      (hasDerivAt_erfc y).1).congr_deriv (by ring)
  have hgap : Antitone (fun y => 2 / √π * Real.exp (1 - y) - erfc y) :=
    antitone_of_deriv_nonpos (fun y => (hd y).differentiableAt) (fun y => by
      rw [(hd y).deriv]
      exact mul_nonpos_of_nonneg_of_nonpos (by positivity) (sub_nonpos.mpr (hge y)))
  have hexp : Tendsto (fun y : ℝ => Real.exp (1 - y)) atTop (𝓝 0) := by
    have h := Real.tendsto_exp_neg_atTop_nhds_zero.const_mul (Real.exp 1)
    rw [mul_zero] at h
    exact h.congr fun y => by rw [sub_eq_add_neg, Real.exp_add]
  have hgl := (hexp.const_mul (2 / √π)).sub hlim
  rw [mul_zero, sub_zero] at hgl
  exact ⟨key _ 1 (fun y => (Real.exp_pos _).le) (fun y => by rw [one_mul]; exact hge y),
    key _ (2 / √π) (fun y => hanti.le_of_tendsto hlim y)
      (fun y => sub_nonneg.mp (hgap.le_of_tendsto hgl y))⟩
```

Differentiating `primitive` term by term and inserting `G_closed` leaves a polynomial identity, which `ring` settles.

```lean
/-- The function `primitive` has slope `2 G erfc`. -/
theorem hasDerivAt_primitive (y : ℝ) : HasDerivAt primitive (2 * G y * erfc y) y := by
  obtain ⟨hE, hg⟩ := hasDerivAt_erfc y
  have hi := hasDerivAt_id' y
  have h2 : HasDerivAt (fun t : ℝ => t ^ 2) (2 * y) y := by simpa using hasDerivAt_pow 2 y
  have h3 : HasDerivAt (fun t : ℝ => t ^ 3) (3 * y ^ 2) y := by simpa using hasDerivAt_pow 3 y
  have hE2 := hE.fun_pow 2
  have hg2 := hg.fun_pow 2
  have hc : Continuous (fun t : ℝ => Real.exp (-2 * t ^ 2)) := by fun_prop
  have hH := (hc.integral_hasStrictDerivAt 0 y).hasDerivAt
  have e : Real.exp (-2 * y ^ 2) = Real.exp (-y ^ 2) ^ 2 := by
    rw [sq (Real.exp _), ← Real.exp_add]; congr 1; ring
  refine (((((((h3.fun_mul hE2).div_const 3).fun_sub ((hi.fun_mul hE2).div_const 2)).fun_add
    ((hi.fun_mul hE).div_const 2)).fun_add
    (((hg.fun_mul hE).fun_mul ((h2.const_mul (2 / 3)).const_sub (5 / 6))).const_mul
      (√π)⁻¹)).fun_add ((hi.fun_mul hg2).const_mul ((√π)⁻¹ ^ 2 / 3))).fun_sub
    (hg.const_mul ((√π)⁻¹ / 2))).fun_add
    (hH.const_mul (4 / 3 * (√π)⁻¹ ^ 2)) |>.congr_deriv ?_
  rw [G_closed, e]
  norm_num
  ring
```

At infinity only the integral of $e^{-2t^2}$ survives, giving $\sqrt2/(3\sqrt\pi)$.

```lean
/-- The limit of `primitive` at large distance. -/
theorem tendsto_primitive : Tendsto primitive atTop (𝓝 (√2 / 3 * (√π)⁻¹)) := by
  have hp : √π ≠ 0 := (Real.sqrt_pos.mpr Real.pi_pos).ne'
  have hs : √2 ^ 2 = (2:ℝ) := Real.sq_sqrt (by norm_num)
  have hJ : √(π / 2) = √π * √2 / 2 := by
    rw [Real.sqrt_div Real.pi_pos.le, div_eq_iff (by positivity)]
    linear_combination (-(√π) / 2) * hs
  have hH := intervalIntegral_tendsto_integral_Ioi 0
    (integrable_exp_neg_mul_sq (b := 2) two_pos).integrableOn tendsto_id
  rw [integral_gaussian_Ioi, hJ] at hH
  have e0 := (tendsto_pow_mul 0).2
  have e1 := (tendsto_pow_mul 1).2
  have e3 := (tendsto_pow_mul 3).2
  have g0 := (tendsto_pow_mul 0).1
  have g1 := (tendsto_pow_mul 1).1
  have g2 := (tendsto_pow_mul 2).1
  have h := (((((((e3.mul e0).div_const 3).sub ((e1.mul e0).div_const 2)).add
    (e1.div_const 2)).add ((((g0.mul e0).const_mul (5 / 6)).sub
    ((g2.mul e0).const_mul (2 / 3))).const_mul (√π)⁻¹)).add
    ((g1.mul g0).const_mul ((√π)⁻¹ ^ 2 / 3))).sub (g0.const_mul ((√π)⁻¹ / 2))).add
    (hH.const_mul (4 / 3 * (√π)⁻¹ ^ 2))
  have hc : (√π)⁻¹ * √π = 1 := inv_mul_cancel₀ hp
  convert h using 1
  · ext y
    simp only [primitive, id]
    ring
  · congr 1
    linear_combination (-(√2 / 3 * (√π)⁻¹)) * hc
```

The function `primitive y - G y ^ 2 / y` has derivative $(G/y)^2$. Its value at zero is $1/(3\sqrt\pi)$, and its limit at infinity is the one just found. A nonnegative derivative with a finite limit for its primitive yields both integrability and the value of the integral.

```lean
/-- The function `(G(y)/y)^2` is integrable over `y > 0`, with integral
`(√2 - 1)/(3 √π)`. -/
theorem integral_G_div_sq :
    IntegrableOn (fun y => (G y / y) ^ 2) (Ioi 0) ∧
    ∫ y in Ioi (0:ℝ), (G y / y) ^ 2 = (√2 - 1) / (3 * √π) := by
  have hG0 : G 0 = 0 := by simp [G]
  -- the boundary term G^2/y vanishes at the origin
  have hb : ContinuousAt (fun y => G y ^ 2 / y) 0 := by
    rw [continuousAt_iff_punctured_nhds]
    have h : Tendsto (fun t => t⁻¹ * G t) (𝓝[≠] 0) (𝓝 0) := by
      simpa [hG0] using hasDerivAt_iff_tendsto_slope_zero.mp (hasDerivAt_G 0)
    have h' := ((hasDerivAt_G 0).continuousAt.tendsto.mono_left nhdsWithin_le_nhds).mul h
    convert h' using 1
    · ext t
      ring
    · simp
  have hcont : ContinuousWithinAt (fun y => primitive y - G y ^ 2 / y) (Ici 0) 0 :=
    ((hasDerivAt_primitive 0).continuousAt.sub hb).continuousWithinAt
  -- integration by parts in differential form
  have hder : ∀ y ∈ Ioi (0:ℝ),
      HasDerivAt (fun y => primitive y - G y ^ 2 / y) ((G y / y) ^ 2) y := by
    intro y hy
    have hy0 : y ≠ 0 := ne_of_gt hy
    refine ((hasDerivAt_primitive y).fun_sub
      (((hasDerivAt_G y).fun_pow 2).fun_div (hasDerivAt_id' y) hy0)).congr_deriv ?_
    norm_num
    field_simp
    ring
  have hGlim : Tendsto G atTop (𝓝 (1 / 4)) := by
    have h := (((tendsto_pow_mul 2).2.div_const 2).sub
      ((tendsto_pow_mul 1).1.const_mul ((√π)⁻¹ / 2))).add
      (((tendsto_pow_mul 0).2.const_sub 1).div_const 4)
    convert h using 1
    · ext y
      rw [G_closed]
      ring
    · congr 1
      ring
  have hlim : Tendsto (fun y => primitive y - G y ^ 2 / y) atTop
      (𝓝 (√2 / 3 * (√π)⁻¹)) := by
    have h := tendsto_primitive.sub ((hGlim.pow 2).mul tendsto_inv_atTop_zero)
    rw [mul_zero, sub_zero] at h
    exact h.congr fun y => by rw [div_eq_mul_inv]
  have hpos : ∀ y ∈ Ioi (0:ℝ), 0 ≤ (G y / y) ^ 2 := fun y _ => sq_nonneg _
  refine ⟨integrableOn_Ioi_deriv_of_nonneg hcont hder hpos hlim, ?_⟩
  rw [integral_Ioi_of_hasDerivAt_of_nonneg hcont hder hpos hlim]
  have h0 : primitive 0 = (√π)⁻¹ / 3 := by
    have hE : erfc 0 = 1 := by simp [erfc]
    simp only [primitive, hE, intervalIntegral.integral_same]
    norm_num
    ring
  rw [h0, hG0, div_eq_mul_inv (√2 - 1), mul_inv]
  ring
```

## From the radial equation to the energy

The function `defect (μ * r) / μ` satisfies both conditions for every $\mu>0$. Its slope follows by differentiation, and multiplication by $r^2$ gives $-G(\mu r)/\mu^2$.

```lean
/-- For every `μ > 0` the explicit function `defect (μ r) / μ` obeys the radial equation
`(r^2 u')' = -r erfc(μ r)`, and `r^2 u'` vanishes at the origin. -/
theorem defect_witness {μ : ℝ} (hμ : 0 < μ) :
    (∀ r > 0, HasDerivAt (fun s => s ^ 2 * deriv (fun t => defect (μ * t) / μ) s)
      (-(r * erfc (μ * r))) r) ∧
    Tendsto (fun s => s ^ 2 * deriv (fun t => defect (μ * t) / μ) s) (𝓝[>] 0) (𝓝 0) := by
  have hm : ∀ r : ℝ, HasDerivAt (fun s => μ * s) μ r := fun r => by
    simpa using (hasDerivAt_id' r).const_mul μ
  have hD : ∀ y > 0, HasDerivAt defect (-G y / y ^ 2) y := by
    intro y hy
    have hy0 : y ≠ 0 := ne_of_gt hy
    obtain ⟨hE, hg⟩ := hasDerivAt_erfc y
    refine ((((hasDerivAt_G y).fun_div (hasDerivAt_id' y) hy0).fun_sub
      ((hasDerivAt_id' y).fun_mul hE)).fun_add (hg.const_mul (√π)⁻¹)).congr_deriv ?_
    have e : (y * erfc y * y - G y * 1) / y ^ 2 = erfc y - G y / y ^ 2 := by
      field_simp
    rw [e]
    ring
  have hflux : ∀ s > 0, s ^ 2 * deriv (fun t => defect (μ * t) / μ) s
      = -(G (μ * s) / μ ^ 2) := by
    intro s hs
    have hs0 : s ≠ 0 := ne_of_gt hs
    have h : HasDerivAt (fun t => defect (μ * t)) (-G (μ * s) / (μ * s) ^ 2 * μ) s :=
      (hD (μ * s) (mul_pos hμ hs)).comp s (hm s)
    rw [(h.div_const μ).deriv]
    field_simp
  constructor
  · intro r hr
    have h : HasDerivAt (fun s => G (μ * s)) (μ * r * erfc (μ * r) * μ) r :=
      (hasDerivAt_G (μ * r)).comp r (hm r)
    have h' : HasDerivAt (fun s => -(G (μ * s) / μ ^ 2)) (-(r * erfc (μ * r))) r :=
      (h.div_const (μ ^ 2)).fun_neg.congr_deriv (by field_simp)
    refine h'.congr_of_eventuallyEq ?_
    filter_upwards [Ioi_mem_nhds hr] with s hs using hflux s hs
  · have hc : ContinuousAt (fun s => -(G (μ * s) / μ ^ 2)) 0 :=
      (((hasDerivAt_G (μ * 0)).comp 0 (hm 0)).div_const (μ ^ 2)).fun_neg.continuousAt
    have h := hc.tendsto.mono_left (nhdsWithin_le_nhds (s := Ioi 0))
    have h0 : -(G (μ * 0) / μ ^ 2) = 0 := by simp [G]
    rw [h0] at h
    refine h.congr' ?_
    filter_upwards [self_mem_nhdsWithin] with s hs using (hflux s hs).symm
```

The final theorem takes any real function `u` satisfying the equation (`hu`) and the origin condition (`h0`). Its two conclusions are the slope for every $r>0$ and the energy expression. The radial equation is a hypothesis, not derived from a many-electron Schrödinger equation, and the on-top pair density does not appear.

In the proof, $r^2u'+G(\mu r)/\mu^2$ has zero derivative on the positive half-line, so it is constant; its limit at the origin makes it zero. The substitution $y=\mu r$ is `integral_comp_mul_left_Ioi`, after which `integral_G_div_sq` supplies $I$.

```lean
/-- If a radial defect `u` obeys `(r^2 u')' = -r erfc(μ r)` and `r^2 u'` vanishes at the origin,
its slope is `-G(y)/y^2` at `y = μ r`, and minus half the integral of its squared gradient over
space is `2 √π (1 - √2)/3` times `μ^-3`. -/
theorem correlation_coefficient {μ : ℝ} (hμ : 0 < μ) {u : ℝ → ℝ}
    (hu : ∀ r > 0, HasDerivAt (fun s => s ^ 2 * deriv u s) (-(r * erfc (μ * r))) r)
    (h0 : Tendsto (fun s => s ^ 2 * deriv u s) (𝓝[>] 0) (𝓝 0)) :
    (∀ r > 0, deriv u r = -G (μ * r) / (μ * r) ^ 2) ∧
    -(1 / 2) * ∫ r in Ioi (0:ℝ), 4 * π * r ^ 2 * deriv u r ^ 2
      = 2 * √π * (1 - √2) / 3 / μ ^ 3 := by
  have hm : ∀ r : ℝ, HasDerivAt (fun s => μ * s) μ r := fun r => by
    simpa using (hasDerivAt_id' r).const_mul μ
  have hGm : ∀ r : ℝ, HasDerivAt (fun s => G (μ * s)) (μ * r * erfc (μ * r) * μ) r :=
    fun r => (hasDerivAt_G (μ * r)).comp r (hm r)
  -- r^2 u' + G(μ r)/μ^2 is constant, and the origin fixes the constant to zero
  have hd : ∀ r > 0, HasDerivAt (fun s => s ^ 2 * deriv u s + G (μ * s) / μ ^ 2) 0 r := by
    intro r hr
    refine ((hu r hr).fun_add ((hGm r).div_const (μ ^ 2))).congr_deriv ?_
    have e : μ * r * erfc (μ * r) * μ / μ ^ 2 = r * erfc (μ * r) := by field_simp
    rw [e]
    ring
  have hlim : Tendsto (fun s => s ^ 2 * deriv u s + G (μ * s) / μ ^ 2) (𝓝[>] 0) (𝓝 0) := by
    have h := h0.add (((hGm 0).div_const (μ ^ 2)).continuousAt.tendsto.mono_left
      (nhdsWithin_le_nhds (s := Ioi 0)))
    have e : (0:ℝ) + G (μ * 0) / μ ^ 2 = 0 := by simp [G]
    rwa [e] at h
  have hslope : ∀ r > 0, deriv u r = -G (μ * r) / (μ * r) ^ 2 := by
    intro r hr
    have hr0 : r ≠ 0 := ne_of_gt hr
    have hconst : ∀ s ∈ Ioi (0:ℝ), r ^ 2 * deriv u r + G (μ * r) / μ ^ 2
        = s ^ 2 * deriv u s + G (μ * s) / μ ^ 2 := fun s hs =>
      isOpen_Ioi.is_const_of_deriv_eq_zero isPreconnected_Ioi
        (fun x hx => (hd x hx).differentiableAt.differentiableWithinAt)
        (fun x hx => (hd x hx).deriv) hr hs
    have hz : r ^ 2 * deriv u r + G (μ * r) / μ ^ 2 = 0 := by
      refine tendsto_nhds_unique (tendsto_const_nhds.congr' ?_) hlim
      filter_upwards [self_mem_nhdsWithin] with s hs using hconst s hs
    have e : deriv u r = (r ^ 2 * deriv u r) / r ^ 2 := by field_simp
    rw [e, eq_neg_of_add_eq_zero_left hz]
    field_simp
  refine ⟨hslope, ?_⟩
  -- rescale to y = μ r
  have hint : ∫ r in Ioi (0:ℝ), 4 * π * r ^ 2 * deriv u r ^ 2
      = ∫ r in Ioi (0:ℝ), 4 * π / μ ^ 2 * (G (μ * r) / (μ * r)) ^ 2 := by
    refine setIntegral_congr_fun measurableSet_Ioi fun r hr => ?_
    have hr0 : r ≠ 0 := ne_of_gt hr
    simp only [hslope r hr]
    field_simp
  have hscale := integral_comp_mul_left_Ioi (fun y => (G y / y) ^ 2) 0 hμ
  rw [mul_zero, integral_G_div_sq.2, smul_eq_mul] at hscale
  rw [hint, integral_const_mul, hscale]
  have hp : √π ≠ 0 := (Real.sqrt_pos.mpr Real.pi_pos).ne'
  have e : π / √π = √π := Real.div_sqrt
  calc -(1 / 2) * (4 * π / μ ^ 2 * (μ⁻¹ * ((√2 - 1) / (3 * √π))))
      = 2 * (π / √π) * (1 - √2) / 3 / μ ^ 3 := by
        field_simp
        ring
    _ = 2 * √π * (1 - √2) / 3 / μ ^ 3 := by rw [e]

end

end ShortRangeDefect
```

```lean
#print axioms ShortRangeDefect.correlation_coefficient
-- 'ShortRangeDefect.correlation_coefficient' depends on axioms: [propext, Classical.choice, Quot.sound]
```
